# Deep-trap compensation with holes neglected: a unique positive electron density and its limit $\max(N_D-N_t,0)$

A semiconductor crystal contains shallow donors, which release their electrons, and deep acceptors, which capture some of them. How many electrons stay free? If the acceptor level lies very far below the conduction band, one expects each acceptor to take one electron until either the acceptors are full or the electrons run out.

Let $N_D>0$ be the density of shallow donors, all ionized, $N_t$ the density of deep acceptors and $n$ the density of free electrons. An acceptor is neutral when empty and carries one negative charge when filled. In thermal equilibrium, with non-degenerate free electrons, its mean occupation is $n/(n+n_1)$, where $n_1>0$ is the electron density at which the traps are half filled. At fixed temperature, $n_1$ falls exponentially with the depth of the level below the conduction band. With holes neglected, charge neutrality reads

$$n+\frac{N_t\,n}{n+n_1}=N_D .$$

For each $n_1>0$ this equation has exactly one positive solution, which tends to $\max(N_D-N_t,0)$ as $n_1\to0^+$. Within this single-level model without holes, the explicit solution can serve as a reference value for a numerical neutrality solver.

## The model in three definitions

```lean
import Mathlib

open Filter Topology

namespace DeepTrapCompensation

noncomputable section
```

The first line loads the library Mathlib, and the `open` line gives access to its notation for limits.

```lean
/-- Density of electrons held by deep acceptors of density `Nt` when the free-electron density
is `n`; the traps are half filled at `n = n1`. -/
def trapped (Nt n1 n : ℝ) : ℝ := Nt * n / (n + n1)
```

The density of trapped electrons is $N_t\,n/(n+n_1)$. The arguments are plain real numbers, so signs have to be supplied as hypotheses wherever they are needed.

```lean
/-- Charge neutrality: free and trapped electrons together balance the ionized shallow donors
of density `ND`. -/
def Neutral (ND Nt n1 n : ℝ) : Prop := n + trapped Nt n1 n = ND
```

`Neutral ND Nt n1 n` is a proposition, a statement that may be true or false for given numbers. It says that free and trapped electrons together balance the donor charge. Full ionization enters here, since the right-hand side is $N_D$ itself, and so does the neglect of holes, since no hole density appears.

```lean
/-- Explicit formula for the free-electron density in the presence of deep acceptors. -/
def electronDensity (ND Nt n1 : ℝ) : ℝ :=
  ((ND - Nt - n1) + √((ND - Nt - n1) ^ 2 + 4 * ND * n1)) / 2
```

This is the candidate solution,

$$r(n_1)=\tfrac12\Big[(N_D-N_t-n_1)+\sqrt{(N_D-N_t-n_1)^2+4N_Dn_1}\,\Big].$$

A definition proves nothing, so that $r$ solves the neutrality condition still has to be shown.

## From neutrality to one positive root

```lean
/-- For positive densities, charge neutrality is equivalent to a quadratic equation for the
free-electron density. -/
theorem neutral_iff_quadratic {ND Nt n1 n : ℝ} (h1 : 0 < n1) (hn : 0 < n) :
    Neutral ND Nt n1 n ↔ n * (n - (ND - Nt)) = n1 * (ND - n) := by
  have hne : n + n1 ≠ 0 := by positivity
  have e : Nt * n / (n + n1) * (n + n1) = Nt * n := div_mul_cancel₀ _ hne
  unfold Neutral trapped
  generalize Nt * n / (n + n1) = t at e ⊢
  constructor
  · intro h
    linear_combination (n + n1) * h - e
  · intro h
    apply mul_right_cancel₀ hne
    linear_combination h + e
```

The names in braces are variables that Lean infers from the context, while `h1` and `hn` are the hypotheses $n_1>0$ and $n>0$. Under them, neutrality is equivalent to

$$n\,\big(n-(N_D-N_t)\big)=n_1\,(N_D-n).$$

By hand, multiply neutrality by $n+n_1$ to get $n(n+n_1)+N_tn=N_D(n+n_1)$, and collect the terms with $n_1$ on the right. Since $n+n_1\neq0$, the step can be reversed.

The Lean proof names the trapped density $t$ and keeps only the relation $t\,(n+n_1)=N_tn$, called `e`. The tactic `linear_combination` then checks that the desired equation is the stated combination of known equations. The two branches after `constructor` are the two directions of the equivalence.

```lean
/-- For positive `ND` and `n1`, a free-electron density is positive and satisfies charge neutrality
exactly when it is given by the explicit formula. -/
theorem pos_and_neutral_iff {ND Nt n1 n : ℝ} (hD : 0 < ND) (h1 : 0 < n1) :
    (0 < n ∧ Neutral ND Nt n1 n) ↔ n = electronDensity ND Nt n1 := by
  have hc : 0 < ND * n1 := mul_pos hD h1
  -- the square root exceeds `-(ND - Nt - n1)`, which makes the formula positive
  have hpos : 0 < electronDensity ND Nt n1 := by
    have h : -(ND - Nt - n1) < √((ND - Nt - n1) ^ 2 + 4 * ND * n1) := by
      apply Real.lt_sqrt_of_sq_lt
      nlinarith
    unfold electronDensity
    linarith
  have hroot : electronDensity ND Nt n1 * (electronDensity ND Nt n1 - (ND - Nt))
      = n1 * (ND - electronDensity ND Nt n1) := by
    have hs := Real.sq_sqrt
      (show (0 : ℝ) ≤ (ND - Nt - n1) ^ 2 + 4 * ND * n1 by positivity)
    unfold electronDensity
    linear_combination hs / 4
  constructor
  · rintro ⟨hn, h⟩
    have hq := (neutral_iff_quadratic h1 hn).mp h
    -- the difference of two positive roots is annihilated by a positive factor
    generalize electronDensity ND Nt n1 = r at hpos hroot ⊢
    have hz : (n - r) * (n * r + ND * n1) = 0 := by
      linear_combination r * hq - n * hroot
    have hf : n * r + ND * n1 ≠ 0 := by positivity
    rcases mul_eq_zero.mp hz with h0 | h0
    · linarith
    · exact absurd h0 hf
  · intro h
    rw [h]
    exact ⟨hpos, (neutral_iff_quadratic h1 hpos).mpr hroot⟩
```

For $N_D>0$ and $n_1>0$, a number $n$ is positive and satisfies neutrality if and only if $n=r$. This one equivalence contains existence, uniqueness and the formula. Write $b=N_D-N_t-n_1$, so that the quadratic equation becomes $n^2-bn-N_Dn_1=0$.

*Positivity* (`hpos`). Since $N_Dn_1>0$, we have $b^2<b^2+4N_Dn_1$, hence $-b<\sqrt{b^2+4N_Dn_1}$ and $r>0$.

*The equation* (`hroot`). With $s=\sqrt{b^2+4N_Dn_1}$ and $r=(b+s)/2$,

$$r^2-br=\frac{s^2-b^2}{4}=N_Dn_1 .$$

*Uniqueness.* Let $n>0$ also solve the quadratic equation. Multiply the equation for $n$ by $r$, the equation for $r$ by $n$, and subtract:

$$(n-r)\,(nr+N_Dn_1)=0 .$$

The second factor is positive, so $n=r$. In Lean the product is `hz`, the non-vanishing factor is `hf`, and `rcases` splits the vanishing product into its two cases.

The word "positive" carries weight here. For $N_D=N_t=2$ and $n_1=1$, in common units, the neutrality equation is solved by $n=1$ and also by $n=-2$, because $-2+2\cdot(-2)/(-1)=2$. A uniqueness claim over all real $n$ would be false.

For numerical work the form of $r$ matters. When $b<0$ and $N_Dn_1$ is much smaller than $b^2$, the sum $b+s$ loses digits by cancellation in floating-point arithmetic. The equal expression $r=2N_Dn_1/(s-b)$ avoids this for $b<0$.

## The limit of very deep traps

```lean
/-- The explicit free-electron density tends to the excess of donors over traps, or to zero if
there is no excess, as `n1` tends to zero from above. -/
theorem electronDensity_tendsto (ND Nt : ℝ) :
    Tendsto (fun n1 => electronDensity ND Nt n1) (𝓝[>] 0) (𝓝 (max (ND - Nt) 0)) := by
  have hc : Continuous (fun n1 => electronDensity ND Nt n1) := by
    unfold electronDensity
    fun_prop
  -- at `n1 = 0` the square root becomes an absolute value
  have h0 : electronDensity ND Nt 0 = max (ND - Nt) 0 := by
    simp only [electronDensity, sub_zero, mul_zero, add_zero, Real.sqrt_sq_eq_abs]
    rcases le_total 0 (ND - Nt) with h | h
    · rw [abs_of_nonneg h, max_eq_left h]
      ring
    · rw [abs_of_nonpos h, max_eq_right h]
      ring
  rw [← h0]
  exact (hc.tendsto 0).mono_left nhdsWithin_le_nhds
```

`Tendsto f (𝓝[>] 0) (𝓝 L)` means $f(n_1)\to L$ as $n_1$ approaches zero through positive values. The theorem states this for $r$, with $L=\max(N_D-N_t,0)$.

By hand, put $d=N_D-N_t$. The formula is continuous in $n_1$, and at $n_1=0$ it gives

$$r(0)=\frac{d+\sqrt{d^2}}2=\frac{d+|d|}2=\max(d,0).$$

The proof has the same two parts. `fun_prop` establishes the continuity `hc`, which holds on the whole real line because Lean's square root is zero for negative arguments. `h0` evaluates the formula at zero, with one case for each sign of $d$. The last line restricts the two-sided limit to positive $n_1$.

A tempting shortcut goes wrong at this point: setting $n_1=0$ in the trap occupation turns $n/(n+n_1)$ into $1$ and yields $n=N_D-N_t$. For $N_t>N_D$ that is a negative density. The shortcut assumes that $n$ stays large compared with $n_1$, whereas in an overcompensated crystal both go to zero together and the traps remain partly empty.

```lean
/-- **Deep-trap compensation.** Let `ND > 0`. For each `n1 > 0` neutrality fixes a unique positive
free-electron density, and this density tends to `max (ND - Nt) 0` as `n1` tends to zero from above.
-/
theorem deep_trap_compensation {ND : ℝ} (Nt : ℝ) (hD : 0 < ND) :
    (∀ n1 > 0, ∃! n, 0 < n ∧ Neutral ND Nt n1 n) ∧
    ∀ n : ℝ → ℝ, (∀ n1 > 0, 0 < n n1 ∧ Neutral ND Nt n1 (n n1)) →
      Tendsto n (𝓝[>] 0) (𝓝 (max (ND - Nt) 0)) := by
  constructor
  · intro n1 h1
    exact ⟨electronDensity ND Nt n1, (pos_and_neutral_iff hD h1).mpr rfl,
      fun m hm => (pos_and_neutral_iff hD h1).mp hm⟩
  · intro n hn
    refine (electronDensity_tendsto ND Nt).congr' ?_
    filter_upwards [self_mem_nhdsWithin] with n1 h1
    exact ((pos_and_neutral_iff hD h1).mp (hn n1 h1)).symm
```

This is the main theorem, and its two parts are joined by `∧`, "and". The first says that for every $n_1>0$ there is exactly one $n$ (`∃!`) that is positive and satisfies neutrality. The second takes any function $n_1\mapsto n(n_1)$ whose value at each $n_1>0$ is such a solution, and says that it tends to $\max(N_D-N_t,0)$. It refers only to the neutrality condition, so a reader need not trust the explicit formula to understand the claim.

Of the donor and trap densities, only the first carries a sign hypothesis, $N_D>0$. The trap density may be any real number, which includes the physical range $N_t\ge0$.

Both parts follow from the earlier results. For the first, $r$ is a solution and every solution equals $r$. For the second, the given function agrees with $r$ for all positive $n_1$, which is what `filter_upwards` records, and so it has the same limit.

The limit is best read as deepening the trap level at fixed temperature; since a level in the band gap cannot lie deeper than the gap itself, $n_1\to0^+$ is an idealisation of $n_1$ being very small. Cooling also lowers $n_1$, but for $N_t<N_D$ it eventually lets the remaining free electrons return to the shallow donors, which are then no longer all ionized. For $N_t\ge N_D$ the model sends $n$ to zero, whereas in a non-degenerate crystal in equilibrium the hole density is inversely proportional to $n$ at fixed temperature. In that case the neglect of holes cannot be kept all the way to the limit.

## How close the density is to its limit

```lean
/-- For a positive trap density, the free-electron density lies strictly between `max (ND - Nt) 0`
and the donor density, and exceeds the former by less than `√(ND * n1)`. -/
theorem density_bounds {ND Nt n1 n : ℝ} (hT : 0 < Nt) (h1 : 0 < n1) (hn : 0 < n)
    (h : Neutral ND Nt n1 n) :
    max (ND - Nt) 0 < n ∧ n < ND ∧ n < max (ND - Nt) 0 + √(ND * n1) := by
  have hq := (neutral_iff_quadratic h1 hn).mp h
  have hlt : n < ND := by
    have ht : 0 < Nt * n / (n + n1) := by positivity
    unfold Neutral trapped at h
    linarith
  have hd : 0 < n - (ND - Nt) := by
    have hp : 0 < n * (n - (ND - Nt)) := by
      rw [hq]
      exact mul_pos h1 (sub_pos.mpr hlt)
    exact (mul_pos_iff_of_pos_left hn).mp hp
  have hm : max (ND - Nt) 0 < n := max_lt (by linarith) hn
  refine ⟨hm, hlt, ?_⟩
  have hl := le_max_left (ND - Nt) 0
  have hr := le_max_right (ND - Nt) 0
  generalize max (ND - Nt) 0 = m at hm hl hr ⊢
  -- the squared excess is bounded through the quadratic equation
  have hs : n - m < √(ND * n1) := by
    apply Real.lt_sqrt_of_sq_lt
    nlinarith [mul_nonneg hr (sub_nonneg.mpr hm.le),
      mul_nonneg hn.le (sub_nonneg.mpr hl), mul_pos h1 hn]
  linarith
```

Now let $N_t>0$. Any positive solution $n$ of neutrality satisfies

$$\max(N_D-N_t,0)<n<N_D,\qquad n<\max(N_D-N_t,0)+\sqrt{N_Dn_1}.$$

The trapped density is positive, so $n<N_D$. The right-hand side of the quadratic equation is then positive, and therefore so is $n-d$, with $d=N_D-N_t$ as before. Together with $n>0$ this gives the lower bound.

For the error bound, write $m=\max(d,0)$. Since $0\le m<n$ and $m\ge d$,

$$(n-m)^2\le n(n-m)\le n(n-d)=n_1(N_D-n)<N_Dn_1,$$

and taking the square root finishes the argument. The three products handed to `nlinarith`, a tactic for nonlinear inequalities, are the reasons for the three inequality signs in this chain: $m(n-m)\ge0$, $n(m-d)\ge0$ and $n_1n>0$.

Exact compensation, $N_t=N_D$, shows how good the bound is. The limit is then zero and the theorem gives $n<\sqrt{N_Dn_1}$. Expanding the explicit formula by hand for $n_1\ll N_D$ gives $n\approx\sqrt{N_Dn_1}$, so in this case the bound has the right size, prefactor included. For fixed $N_t\neq N_D$ the distance to the limit shrinks in proportion to $n_1$ instead, and the bound is then a large overestimate when $n_1$ is small.

## Deeper traps leave fewer free electrons

```lean
/-- At fixed donor density and fixed positive trap density, a smaller `n1` gives a strictly smaller
free-electron density. -/
theorem density_strictMono {ND Nt n1 n1' n n' : ℝ} (hT : 0 < Nt) (h1 : 0 < n1)
    (h11 : n1 < n1') (hn : 0 < n) (hn' : 0 < n')
    (h : Neutral ND Nt n1 n) (h' : Neutral ND Nt n1' n') : n < n' := by
  have h1' : 0 < n1' := h1.trans h11
  have hq := (neutral_iff_quadratic h1 hn).mp h
  have hq' := (neutral_iff_quadratic h1' hn').mp h'
  have hlt := (density_bounds hT h1 hn h).2.1
  have hd : ND - Nt < n' :=
    lt_of_le_of_lt (le_max_left _ _) (density_bounds hT h1' hn' h').1
  by_contra hcon
  have hle : n' ≤ n := not_lt.mp hcon
  -- the two sides of the quadratic equation would be ordered in opposite ways
  have a : n' * (n' - (ND - Nt)) ≤ n * (n - (ND - Nt)) :=
    mul_le_mul hle (by linarith) (by linarith) hn.le
  have b : 0 < (n1' - n1) * (ND - n) := mul_pos (by linarith) (by linarith)
  have c : 0 ≤ n1' * (n - n') := mul_nonneg h1'.le (by linarith)
  nlinarith
```

Take the same donors and the same trap density $N_t>0$, but two values $0<n_1<n_1'$, with positive solutions $n$ and $n'$. Then $n<n'$.

Suppose instead that $n'\le n$. Both $n-d$ and $n'-d$ are positive by the previous theorem, so

$$n'(n'-d)\le n(n-d).$$

By the quadratic equation the two sides equal $n_1'(N_D-n')$ and $n_1(N_D-n)$. But $n'\le n<N_D$ and $n_1'>n_1$ give

$$n_1'(N_D-n')\ge n_1'(N_D-n)>n_1(N_D-n),$$

a contradiction. In Lean, `by_contra` introduces the opposite assumption, `a` is the first inequality, `c` and `b` are the two steps of the second chain, and `nlinarith` finds the conflict.

## Where the missing electrons are

```lean
/-- The density of trapped electrons tends to the smaller of the donor and trap densities as `n1`
tends to zero from above. -/
theorem trapped_tendsto {ND : ℝ} (Nt : ℝ) (hD : 0 < ND) :
    Tendsto (fun n1 => trapped Nt n1 (electronDensity ND Nt n1)) (𝓝[>] 0)
      (𝓝 (min ND Nt)) := by
  have hm : ND - max (ND - Nt) 0 = min ND Nt := by
    rcases le_total ND Nt with h | h
    · rw [max_eq_right (by linarith), min_eq_left h]
      ring
    · rw [max_eq_left (by linarith), min_eq_right h]
      ring
  rw [← hm]
  refine ((electronDensity_tendsto ND Nt).const_sub ND).congr' ?_
  filter_upwards [self_mem_nhdsWithin] with n1 h1
  -- neutrality gives the trapped density as the donor density minus the free density
  have h := ((pos_and_neutral_iff (Nt := Nt) hD h1).mpr rfl).2
  unfold Neutral at h
  linarith

end

end DeepTrapCompensation
```

With $n=r(n_1)$, the density of trapped electrons tends to $\min(N_D,N_t)$. In this limit, if there are fewer traps than donors, the traps fill completely; if there are more, they hold all the donated electrons.

Neutrality gives the trapped density as $N_D-n$, so its limit is

$$N_D-\max(N_D-N_t,0)=\min(N_D,N_t).$$

The identity is `hm`, proved by comparing $N_D$ with $N_t$. The limit of $N_D-n$ comes from the limit of $r$ through `const_sub`, and the closing lines use neutrality to identify this difference with the trapped density for every $n_1>0$.

```lean
#print axioms DeepTrapCompensation.deep_trap_compensation
#print axioms DeepTrapCompensation.density_strictMono
#print axioms DeepTrapCompensation.trapped_tendsto
```

```
'DeepTrapCompensation.deep_trap_compensation' depends on axioms: [propext, Classical.choice, Quot.sound]
'DeepTrapCompensation.density_strictMono' depends on axioms: [propext, Classical.choice, Quot.sound]
'DeepTrapCompensation.trapped_tendsto' depends on axioms: [propext, Classical.choice, Quot.sound]
```
